# Threshold law for quantum reflection from a $-\beta^2/z^4$ tail, by zero-energy matching

## Waves, units and the matching condition

Let $z$ be the distance of an atom of mass $m$ from a flat surface at $z=0$, with the atom on the side $z>0$. The atom feels the attractive potential $V(z)=-\frac{\hbar^2}{2m}\frac{\beta^2}{z^4}$. The length $\beta>0$ stands for the strength of the retarded atom–surface attraction. The model uses this form at every $z>0$, whereas a real attraction goes over to a $1/z^3$ law closer to the surface. Energies are divided by $\hbar^2/2m$, so a free wave of wavenumber $k$ has energy $k^2$. The current of a wave $\psi$ is $\operatorname{Im}(\bar\psi\,\psi')$, without the factor $\hbar/m$, and is negative for motion towards the surface.

```lean
import Mathlib

open Filter Topology ComplexConjugate

namespace QuantumReflection

noncomputable section
```

The inner wave is $u(z)=z\,e^{i\beta/z}$. Its phase $\beta/z$ falls as $z$ grows, so it travels towards the surface. Taking it without its partner $z\,e^{-i\beta/z}$ expresses the physical assumption that nothing returns from close to the wall.

```lean
/-- The zero-energy wave `z exp(iβ/z)` in the attractive tail `-β²/z⁴`, for `z ≠ 0`. -/
def innerWave (β z : ℝ) : ℂ := z * Complex.exp (Complex.I * β / z)
```

A second function, $s(z)=(1-i\beta/z)\,e^{i\beta/z}$, is defined separately. Part (c) justifies its name.

```lean
/-- The slope `(1 - iβ/z) exp(iβ/z)` of the zero-energy wave, for `z ≠ 0`. -/
def innerSlope (β z : ℝ) : ℂ :=
  (1 - Complex.I * β / z) * Complex.exp (Complex.I * β / z)
```

The far wave $f(z)=e^{-ikz}+r\,e^{ikz}$ has an incident part of amplitude one and a reflected part of complex amplitude $r$.

```lean
/-- A wave of wavenumber `k` moving towards the surface plus a reflected wave of amplitude `r`. -/
def farWave (k : ℝ) (r : ℂ) (z : ℝ) : ℂ :=
  Complex.exp (-(Complex.I * k * z)) + r * Complex.exp (Complex.I * k * z)
```

`Matched β k r` says that, for some complex $c$, the far wave has at $z=0$ the value and the slope of the line $c\,(z+i\beta)$. In Lean, `HasDerivAt g a z` means that $g$ is differentiable at $z$ with derivative $a$, so the second condition reads $f'(0)=c$.

```lean
/-- The far wave has at `z = 0` the value and the slope of a multiple `c (z + iβ)` of the
line `z + iβ`. -/
def Matched (β k : ℝ) (r : ℂ) : Prop :=
  ∃ c : ℂ, farWave k r 0 = c * (Complex.I * β) ∧ HasDerivAt (farWave k r) c 0
```

## (a) The real coordinate as a complex function

Show that the map $x\mapsto x$ from the real line into the complex numbers satisfies
$$\frac{dx}{dx}=1 .$$

The difference quotient is $(x-z)/(x-z)=1$ for every $x\neq z$, so its limit is 1. Lean obtains this by restricting the complex identity map to real arguments.

```lean
/-- The real coordinate, read as a complex number, has slope one. -/
lemma hasDerivAt_coord (z : ℝ) : HasDerivAt (fun x : ℝ => (x : ℂ)) 1 z :=
  (hasDerivAt_id (z : ℂ)).comp_ofReal
```

## (b) The phase factor

For $z\neq0$, show that
$$\frac{d}{dz}e^{i\beta/z}=-\frac{i\beta}{z^2}\,e^{i\beta/z}.$$

The exponent has derivative $-i\beta/z^2$, and the chain rule multiplies this by the exponential. In the proof, `fun_div` differentiates the quotient, `cexp` applies the chain rule, and `ring` brings the result to the stated form.

```lean
/-- The derivative of the phase factor `exp(iβ/z)` away from the surface plane. -/
lemma hasDerivAt_phase (β : ℝ) {z : ℝ} (hz : z ≠ 0) :
    HasDerivAt (fun x : ℝ => Complex.exp (Complex.I * β / x))
      (-(Complex.I * β / z ^ 2) * Complex.exp (Complex.I * β / z)) z := by
  have hz' : (z : ℂ) ≠ 0 := Complex.ofReal_ne_zero.mpr hz
  have h := ((hasDerivAt_const z (Complex.I * (β : ℂ))).fun_div (hasDerivAt_coord z) hz').cexp
  exact h.congr_deriv (by ring)
```

## (c) The wave equation at zero energy

For $z\ne0$, show that $u'=s$ and
$$u''+\frac{\beta^2}{z^4}\,u=0 .$$

By the product rule and (b),
$$u'=e^{i\beta/z}+z\Big(-\frac{i\beta}{z^2}\Big)e^{i\beta/z}=\Big(1-\frac{i\beta}{z}\Big)e^{i\beta/z}=s .$$
Differentiating again,
$$u''=\Big[\frac{i\beta}{z^2}-\frac{i\beta}{z^2}+\frac{i^2\beta^2}{z^3}\Big]e^{i\beta/z}=-\frac{\beta^2}{z^3}\,e^{i\beta/z}=-\frac{\beta^2}{z^4}\,u .$$

The theorem states the second-order equation as two first derivatives: that of `innerWave` is `innerSlope`, and that of `innerSlope` is $-(\beta^2/z^4)u$. It holds for every real $\beta$ and every $z\neq0$, which includes the physical half-line. The two facts called `key` cancel one power of $z$ in each half.

```lean
/-- The zero-energy wave satisfies `u'' + β² u / z⁴ = 0`: its derivative is `innerSlope`, whose
derivative is `-(β²/z⁴) u`. -/
theorem innerWave_schrodinger (β : ℝ) {z : ℝ} (hz : z ≠ 0) :
    HasDerivAt (innerWave β) (innerSlope β z) z ∧
      HasDerivAt (innerSlope β) (-((β : ℂ) ^ 2 / z ^ 4) * innerWave β z) z := by
  have hz' : (z : ℂ) ≠ 0 := Complex.ofReal_ne_zero.mpr hz
  constructor
  · have key : (z : ℂ) * (Complex.I * β / z ^ 2) = Complex.I * β / z := by field_simp
    refine ((hasDerivAt_coord z).fun_mul (hasDerivAt_phase β hz)).congr_deriv ?_
    unfold innerSlope
    linear_combination (-Complex.exp (Complex.I * β / z)) * key
  · have key : (β : ℂ) ^ 2 / z ^ 4 * z = (β : ℂ) ^ 2 / z ^ 3 := by field_simp
    have hq := (hasDerivAt_const z (1 : ℂ)).fun_sub
      ((hasDerivAt_const z (Complex.I * (β : ℂ))).fun_div (hasDerivAt_coord z) hz')
    refine (hq.fun_mul (hasDerivAt_phase β hz)).congr_deriv ?_
    unfold innerWave
    -- the two terms of order 1/z² cancel, and i² = -1 gives the attractive tail
    linear_combination ((β : ℂ) ^ 2 / z ^ 3 * Complex.exp (Complex.I * β / z)) * Complex.I_sq
      + Complex.exp (Complex.I * β / z) * key
```

## (d) The current of the inner wave

For $z\ne0$, show that
$$\operatorname{Im}\big(\bar u\,u'\big)=-\beta .$$

The phase factor has modulus one, so
$$\bar u\,u'=z\,e^{-i\beta/z}\Big(1-\frac{i\beta}{z}\Big)e^{i\beta/z}=z-i\beta ,$$
and the imaginary part is $-\beta$ at every distance. Lean writes $u'$ as `innerSlope`, which (c) permits. The step `hE` is the statement about the modulus, and `hprod` is the displayed product.

```lean
/-- The current `Im(conj(u) u')` of the zero-energy wave is `-β` at every `z ≠ 0`. -/
theorem innerWave_current (β : ℝ) {z : ℝ} (hz : z ≠ 0) :
    (conj (innerWave β z) * innerSlope β z).im = -β := by
  have hz' : (z : ℂ) ≠ 0 := Complex.ofReal_ne_zero.mpr hz
  -- the phase factor has modulus one
  have hE : conj (Complex.exp (Complex.I * β / z)) * Complex.exp (Complex.I * β / z) = 1 := by
    have h0 : conj (Complex.I * (β : ℂ) / z) + Complex.I * β / z = 0 := by
      simp only [map_div₀, map_mul, Complex.conj_I, Complex.conj_ofReal]
      ring
    rw [← Complex.exp_conj, ← Complex.exp_add, h0, Complex.exp_zero]
  have hq : (z : ℂ) * (Complex.I * β / z) = Complex.I * β := by field_simp
  have hprod : conj (innerWave β z) * innerSlope β z = z - Complex.I * β := by
    unfold innerWave innerSlope
    rw [map_mul, Complex.conj_ofReal]
    linear_combination ((z : ℂ) - z * (Complex.I * β / z)) * hE - hq
  rw [hprod]
  simp
```

## (e) The inner wave far from the surface

Show that
$$u(z)-(z+i\beta)\to0\qquad(z\to\infty).$$

Put $w=i\beta/z$. Since $zw=i\beta$, the difference equals $z\,(e^w-1-w)$. For $|w|\le1$ the exponential series gives
$$|e^w-1-w|\le|w|^2\sum_{n\ge2}\frac1{n!}=(e-2)\,|w|^2\le|w|^2 .$$
Hence, for $z>0$ with $z\ge|\beta|$,
$$|u(z)-(z+i\beta)|\le z\,\frac{\beta^2}{z^2}=\frac{\beta^2}{z}\to0 .$$

In Lean, `hsplit` is the factorisation, `hrem` is the bound on the remainder, and `squeeze_zero_norm'` draws the conclusion from $\beta^2/z\to0$.

```lean
/-- Far from the surface the zero-energy wave approaches the line `z + iβ`. -/
theorem innerWave_asymptote (β : ℝ) :
    Tendsto (fun z : ℝ => innerWave β z - (z + Complex.I * β)) atTop (𝓝 0) := by
  have hlim : Tendsto (fun z : ℝ => β ^ 2 / z) atTop (𝓝 0) :=
    tendsto_const_nhds.div_atTop tendsto_id
  refine squeeze_zero_norm' ?_ hlim
  filter_upwards [eventually_ge_atTop |β|, eventually_gt_atTop 0] with z hβ hz
  have hz' : (z : ℂ) ≠ 0 := Complex.ofReal_ne_zero.mpr hz.ne'
  have hq : (z : ℂ) * (Complex.I * β / z) = Complex.I * β := by field_simp
  have hw : ‖Complex.I * (β : ℂ) / z‖ = |β| / z := by
    simp only [norm_div, norm_mul, Complex.norm_I, one_mul, Complex.norm_real,
      Real.norm_eq_abs, abs_of_pos hz]
  have hsplit : innerWave β z - (z + Complex.I * β) =
      z * (Complex.exp (Complex.I * β / z) - 1 - Complex.I * β / z) := by
    unfold innerWave
    linear_combination hq
  -- second-order remainder of the exponential
  have hrem := Complex.norm_exp_sub_one_sub_id_le
    (show ‖Complex.I * (β : ℂ) / z‖ ≤ 1 by rw [hw]; exact (div_le_one hz).mpr hβ)
  rw [hsplit, norm_mul, Complex.norm_real, Real.norm_eq_abs, abs_of_pos hz]
  refine (mul_le_mul_of_nonneg_left hrem hz.le).trans (le_of_eq ?_)
  rw [hw, div_pow, sq_abs]
  field_simp
```

## (f) The slope of the far wave at the origin

Show that
$$f'(0)=-ik(1-r).$$

Differentiation gives $f'(z)=-ik\,e^{-ikz}+ikr\,e^{ikz}$. At $z=0$ both exponentials are 1. The `simp only` line makes this substitution.

```lean
/-- The slope of the far wave at `z = 0` is `-ik(1 - r)`. -/
lemma farWave_hasDerivAt (k : ℝ) (r : ℂ) :
    HasDerivAt (farWave k r) (-(Complex.I * k * (1 - r))) 0 := by
  have h := (hasDerivAt_coord 0).const_mul (Complex.I * (k : ℂ))
  refine (h.fun_neg.cexp.fun_add (h.cexp.const_mul r)).congr_deriv ?_
  simp only [Complex.ofReal_zero, mul_zero, neg_zero, Complex.exp_zero]
  ring
```

## (g) Matching as one equation for the amplitude

Show that matching is equivalent to
$$1+r=k\beta(1-r).$$

If the waves match, the values give $1+r=ic\beta$, and the slopes give $c=-ik(1-r)$ by (f). Substituting,
$$1+r=i\beta\,(-ik)(1-r)=k\beta(1-r).$$
Conversely, given this equation, choose $c=-ik(1-r)$. The slopes then agree by (f), and $ic\beta=k\beta(1-r)=1+r$, so the values agree too.

The physics behind the condition is an overlap region. When $k\beta\ll1$ there are distances $\beta\ll z\ll1/k$ at which the inner wave is close to its line from (e), while the far wave is close to its tangent at the origin. Two lines coincide exactly when their values and slopes at $z=0$ do. That the matched amplitude gives the leading low-energy behaviour of the full scattering problem rests on this argument and not on a theorem here.

In the proof, `hd.unique` identifies $c$ with the slope from (f), because a function has only one derivative at a point.

```lean
/-- Matching value and slope to the line `z + iβ` is the condition `1 + r = kβ(1 - r)`. -/
theorem matched_iff (β k : ℝ) (r : ℂ) : Matched β k r ↔ 1 + r = k * β * (1 - r) := by
  have h0 : farWave k r 0 = 1 + r := by simp [farWave]
  constructor
  · rintro ⟨c, hv, hd⟩
    have hc := hd.unique (farWave_hasDerivAt k r)
    rw [h0] at hv
    linear_combination hv + Complex.I * β * hc - (k * β * (1 - r)) * Complex.I_sq
  · intro h
    refine ⟨_, ?_, farWave_hasDerivAt k r⟩
    rw [h0]
    linear_combination h + (k * β * (1 - r)) * Complex.I_sq
```

## (h) The reflection amplitude

For $k,\beta>0$, show that matching holds exactly when
$$r=\frac{k\beta-1}{k\beta+1}.$$

Collecting the terms in $r$ in (g) gives $r(k\beta+1)=k\beta-1$, and $k\beta+1>0$ allows the division. The equivalence also shows that a matched wave exists for every such $k$ and $\beta$. As a statement about atoms, the formula is meant for $k\beta\ll1$, where the overlap region of (g) exists. The reflection that it gives vanishes at $k\beta=1$ and grows again beyond, which is an artefact of matching outside that range. In Lean the real quotient is read as a complex number, and `eq_div_iff` clears the denominator.

```lean
/-- For `k, β > 0` the matching fixes the reflection amplitude, `r = (kβ - 1)/(kβ + 1)`. -/
theorem matched_iff_amplitude {β k : ℝ} (hβ : 0 < β) (hk : 0 < k) (r : ℂ) :
    Matched β k r ↔ r = (((k * β - 1) / (k * β + 1) : ℝ) : ℂ) := by
  have hr : k * β + 1 ≠ 0 := by positivity
  have hne : (k : ℂ) * β + 1 ≠ 0 := by exact_mod_cast hr
  rw [matched_iff]
  push_cast
  rw [eq_div_iff hne]
  constructor <;> intro h <;> linear_combination h
```

## (i) Flux balance

For a matched wave with line amplitude $c$, show that
$$k\,(1-|r|^2)=\beta\,|c|^2 .$$

From (f), $|c|^2=k^2|1-r|^2$. With (g),
$$\beta|c|^2=k\operatorname{Re}\big[k\beta(1-r)(1-\bar r)\big]=k\operatorname{Re}\big[(1+r)(1-\bar r)\big]=k(1-|r|^2),$$
because $r-\bar r$ is purely imaginary. The left side of the target is the incident flux minus the reflected flux. The right side is the flux that the inner wave $c\,u$ carries to the surface, by (d).

Lean splits the matching equation into its real part `hre` and imaginary part `him`. The coefficients $k(1-\operatorname{Re}r)$ and $-k\operatorname{Im}r$ in the last line reproduce the multiplication by $k(1-\bar r)$ followed by taking the real part.

```lean
/-- Flux balance: the net flux `k(1 - |r|²)` of the far wave equals `β|c|²`, where `c` is the
amplitude of the matched line `c (z + iβ)`. -/
theorem flux_balance {β k : ℝ} {r c : ℂ} (hv : farWave k r 0 = c * (Complex.I * β))
    (hd : HasDerivAt (farWave k r) c 0) : k * (1 - ‖r‖ ^ 2) = β * ‖c‖ ^ 2 := by
  have h := (matched_iff β k r).mp ⟨c, hv, hd⟩
  have hre := congrArg Complex.re h
  have him := congrArg Complex.im h
  rw [hd.unique (farWave_hasDerivAt k r)]
  simp only [Complex.add_re, Complex.add_im, Complex.sub_re, Complex.sub_im, Complex.mul_re,
    Complex.mul_im, Complex.one_re, Complex.one_im, Complex.ofReal_re, Complex.ofReal_im]
    at hre him
  simp only [Complex.sq_norm, Complex.normSq_apply, Complex.neg_re, Complex.neg_im,
    Complex.sub_re, Complex.sub_im, Complex.mul_re, Complex.mul_im, Complex.one_re,
    Complex.one_im, Complex.ofReal_re, Complex.ofReal_im, Complex.I_re, Complex.I_im]
  linear_combination (k * (1 - r.re)) * hre - (k * r.im) * him
```

## (j) The absorbed fraction

For $k,\beta>0$ and a matched amplitude, show that
$$1-|r|^2=\frac{4k\beta}{(k\beta+1)^2}.$$

The amplitude in (h) is real, so
$$1-|r|^2=\frac{(k\beta+1)^2-(k\beta-1)^2}{(k\beta+1)^2}=\frac{4k\beta}{(k\beta+1)^2}.$$
Lean inserts (h), replaces the squared modulus by the square of the real number, and finishes with `field_simp` and `ring`.

```lean
/-- For `k, β > 0` and a matched amplitude `r`, the fraction `1 - |r|²` of the incident flux that is
not reflected is `4kβ/(kβ + 1)²`. -/
theorem absorbed_fraction {β k : ℝ} (hβ : 0 < β) (hk : 0 < k) {r : ℂ} (h : Matched β k r) :
    1 - ‖r‖ ^ 2 = 4 * k * β / (k * β + 1) ^ 2 := by
  have hne : k * β + 1 ≠ 0 := by positivity
  rw [(matched_iff_amplitude hβ hk r).mp h, Complex.norm_real, Real.norm_eq_abs, sq_abs]
  field_simp
  ring
```

## (k) The low-energy limit

Let $r(k)$ be matched for every $k>0$, with $\beta>0$ fixed. Show that
$$\frac{1-|r(k)|^2}{k}\to4\beta\qquad(k\to0^+).$$

Dividing (j) by $k$ leaves $4\beta/(k\beta+1)^2$. This is continuous at $k=0$, where its value is $4\beta$.

The theorem takes any function `r` that is matched at each positive $k$; its values elsewhere are irrelevant. The filter `𝓝[>] 0` expresses the approach from above. The step `hc` is the continuity, and `congr'` replaces the explicit formula by the original quotient for $k>0$.

For slow atoms at surfaces, this one-dimensional model with a static, uncorrugated wall and complete loss at short range says that absorption vanishes in proportion to $k$, so this attractive tail reflects almost every atom when $k\beta\ll1$.

```lean
/-- Threshold law of quantum reflection: for matched waves the absorbed fraction divided by the
wavenumber `k` tends to `4β` as `k` tends to zero from above. -/
theorem threshold_law {β : ℝ} (hβ : 0 < β) (r : ℝ → ℂ)
    (h : ∀ k : ℝ, 0 < k → Matched β k (r k)) :
    Tendsto (fun k : ℝ => (1 - ‖r k‖ ^ 2) / k) (𝓝[>] 0) (𝓝 (4 * β)) := by
  have hc : ContinuousAt (fun k : ℝ => 4 * β / (k * β + 1) ^ 2) 0 :=
    ContinuousAt.div (by fun_prop) (by fun_prop) (by norm_num)
  have hval : 4 * β / ((0 : ℝ) * β + 1) ^ 2 = 4 * β := by norm_num
  simp only [ContinuousAt, hval] at hc
  refine (hc.mono_left nhdsWithin_le_nhds).congr' ?_
  filter_upwards [self_mem_nhdsWithin] with k hk
  have hk' : 0 < k := hk
  have hne : k * β + 1 ≠ 0 := by positivity
  rw [absorbed_fraction hβ hk' (h k hk')]
  field_simp

end

end QuantumReflection
```

```lean
#print axioms QuantumReflection.innerWave_current
#print axioms QuantumReflection.innerWave_asymptote
#print axioms QuantumReflection.flux_balance
#print axioms QuantumReflection.threshold_law
```

```
'QuantumReflection.innerWave_current' depends on axioms: [propext, Classical.choice, Quot.sound]
'QuantumReflection.innerWave_asymptote' depends on axioms: [propext, Classical.choice, Quot.sound]
'QuantumReflection.flux_balance' depends on axioms: [propext, Classical.choice, Quot.sound]
'QuantumReflection.threshold_law' depends on axioms: [propext, Classical.choice, Quot.sound]
```

## Numbers for $\beta=1$ and $k=1/99$

Here $k\beta+1=100/99$ and $k\beta-1=-98/99$, so $r=-0.98$. The absorbed fraction is $1-0.9604=0.0396$. Divided by $k$ it is $3.9204$, already near the limiting value 4.

The line amplitude is $c=-i\,(1.98)/99=-0.02\,i$, so $\beta|c|^2=0.0004$. This agrees with $k(1-|r|^2)=0.0396/99=0.0004$.

## How `linear_combination` carries the algebra

Many of the algebraic steps above end in `linear_combination`. The tactic receives known equations with coefficients, subtracts their weighted sum from the goal, and asks `ring` to confirm that nothing remains. Since `ring` treats $i$ as an ordinary symbol, the rule $i^2=-1$ must be supplied as one of the equations, under the name `Complex.I_sq`.

In the forward half of (g), the equations are $1+r=ic\beta$ with coefficient 1, $c=-ik(1-r)$ with coefficient $i\beta$, and $i^2=-1$ with coefficient $-k\beta(1-r)$. In their sum the terms $ic\beta$ cancel between the two sides, as do the terms in $i^2$. What is left is $1+r=k\beta(1-r)$. The coefficients thus record the substitution made by hand.
